# Two electrons on a Hubbard triangle with equal positive hopping matrix elements: the ground state is a triplet for U > 0

An exact diagonalisation of a small Hubbard cluster can fix the total spin before searching for the lowest state. For two electrons on a triangle with equal positive hopping matrix elements and on-site repulsion U > 0, a search restricted to singlets misses the ground state.

Let ψ_ij be the real amplitude for the spin-up electron on site i and the spin-down electron on site j. Each electron hops with the matrix T, called `hop n`, whose entries +1 set the energy unit. In the common convention with hopping −t, this means t = −1.

```lean
import Mathlib

open Matrix

namespace FrustratedTriplet

noncomputable section

/-- Hopping matrix of the complete graph on `n` sites: zero on the diagonal, one elsewhere. -/
def hop (n : ℕ) : Matrix (Fin n) (Fin n) ℝ :=
  Matrix.of fun i j => if i = j then 0 else 1
```

Write N for the squared norm, called `weight`, and E for `energy`. Amplitudes are unnormalised, so the physical energy is E/N.

```lean
/-- Squared norm of a real two-electron amplitude `ψ i j`. -/
def weight {n : ℕ} (ψ : Matrix (Fin n) (Fin n) ℝ) : ℝ := ∑ i, ∑ j, ψ i j ^ 2

/-- Energy of a real two-electron amplitude (not normalised): each electron hops with `hop n`,
and double occupation of a site costs `U`. -/
def energy {n : ℕ} (U : ℝ) (ψ : Matrix (Fin n) (Fin n) ℝ) : ℝ :=
  trace (ψᵀ * (hop n * ψ + ψ * hop n)) + U * ∑ i, ψ i i ^ 2
```

Spin does not appear in the Lean model. By the Pauli principle, symmetric ψ (ψᵀ = ψ) is read as a singlet and antisymmetric ψ (ψᵀ = −ψ) as a triplet with S_z = 0. Real amplitudes suffice for the ground energy because the Hamiltonian is real and symmetric.

The problems use a number k = `mix U` and two trial states. Sites are numbered from 0.

```lean
/-- The amplitude of double occupation in the singlet state `singletState` at repulsion `U`. -/
def mix (U : ℝ) : ℝ := (Real.sqrt ((1 + U) ^ 2 + 8) - (1 + U)) / 2

/-- A symmetric amplitude on the triangle whose double-occupation entries are `k`, `-k` and `0`. -/
def singletState (k : ℝ) : Matrix (Fin 3) (Fin 3) ℝ := !![k, 0, -1; 0, -k, 1; -1, 1, 0]

/-- The antisymmetric amplitude on the triangle with entry `1` at (0,1), (1,2) and (2,0). -/
def tripletState : Matrix (Fin 3) (Fin 3) ℝ := !![0, 1, -1; -1, 0, 1; 1, -1, 0]
```

## (a) Energy from row and column sums

With row sums R_i = Σ_j ψ_ij and column sums C_j = Σ_i ψ_ij, show that

E = −2N + Σ_j C_j² + Σ_i R_i² + U Σ_i ψ_ii².

T is the all-ones matrix minus the identity, so (Tψ)_ij = C_j − ψ_ij and (ψT)_ij = R_i − ψ_ij. Multiplying by ψ_ij and summing gives Σ_j C_j² − N and Σ_i R_i² − N. Adding the repulsion gives the formula. In the proof, `hL` and `hR` are the two matrix products, and `h1` to `h3` put the sums in a common order.

```lean
/-- The energy is `-2` times the squared norm, plus the squares of all column and row sums of the
amplitude, plus the repulsion. -/
theorem energy_eq {n : ℕ} (U : ℝ) (ψ : Matrix (Fin n) (Fin n) ℝ) :
    energy U ψ = -2 * weight ψ + ∑ j, (∑ i, ψ i j) ^ 2 + ∑ i, (∑ j, ψ i j) ^ 2
      + U * ∑ i, ψ i i ^ 2 := by
  -- the hopping matrix is the all-ones matrix minus the identity
  have hh : ∀ i j, hop n i j = 1 - if i = j then 1 else 0 := by
    intro i j
    by_cases h : i = j <;> simp [hop, h]
  have hL : ∀ i j, (hop n * ψ) i j = (∑ k, ψ k j) - ψ i j := by
    intro i j
    simp only [Matrix.mul_apply, hh, sub_mul, one_mul, ite_mul, zero_mul,
      Finset.sum_sub_distrib, Finset.sum_ite_eq, Finset.mem_univ, if_true]
  have hR : ∀ i j, (ψ * hop n) i j = (∑ k, ψ i k) - ψ i j := by
    intro i j
    simp only [Matrix.mul_apply, hh, mul_sub, mul_one, mul_ite, mul_zero,
      Finset.sum_sub_distrib, Finset.sum_ite_eq', Finset.mem_univ, if_true]
  have ht : ∀ M : Matrix (Fin n) (Fin n) ℝ,
      trace (ψᵀ * M) = ∑ j, ∑ i, ψ i j * M i j := by
    intro M
    simp only [Matrix.trace, Matrix.diag_apply, Matrix.mul_apply, Matrix.transpose_apply]
  -- write every term as a double sum in the same order
  have h1 : ∑ j, (∑ i, ψ i j) ^ 2 = ∑ j, ∑ i, ψ i j * ∑ k, ψ k j :=
    Finset.sum_congr rfl fun j _ => by rw [sq, Finset.sum_mul]
  have h2 : ∑ i, (∑ j, ψ i j) ^ 2 = ∑ j, ∑ i, ψ i j * ∑ k, ψ i k := by
    calc ∑ i, (∑ j, ψ i j) ^ 2 = ∑ i, ∑ j, ψ i j * ∑ k, ψ i k :=
          Finset.sum_congr rfl fun i _ => by rw [sq, Finset.sum_mul]
      _ = _ := Finset.sum_comm
  have h3 : weight ψ = ∑ j, ∑ i, ψ i j * ψ i j := by
    unfold weight
    simp only [sq]
    exact Finset.sum_comm
  unfold energy
  rw [ht, h1, h2, h3]
  simp only [Matrix.add_apply, hL, hR, mul_add, mul_sub, Finset.sum_add_distrib,
    Finset.sum_sub_distrib]
  ring
```

## (b) A lower bound for every amplitude

For U ≥ 0 and any number of sites, show that

−2N ≤ E.

Every term after −2N in (a) is a square or a nonnegative multiple of squares.

```lean
/-- For `U ≥ 0` no real two-electron amplitude on a complete graph has an energy below `-2` per
unit of squared norm. -/
theorem energy_ge {n : ℕ} {U : ℝ} (hU : 0 ≤ U) (ψ : Matrix (Fin n) (Fin n) ℝ) :
    -2 * weight ψ ≤ energy U ψ := by
  rw [energy_eq]
  have h1 : 0 ≤ ∑ j, (∑ i, ψ i j) ^ 2 := Finset.sum_nonneg fun _ _ => sq_nonneg _
  have h2 : 0 ≤ ∑ i, (∑ j, ψ i j) ^ 2 := Finset.sum_nonneg fun _ _ => sq_nonneg _
  have h3 : 0 ≤ U * ∑ i, ψ i i ^ 2 :=
    mul_nonneg hU (Finset.sum_nonneg fun _ _ => sq_nonneg _)
  linarith
```

## (c) Positive norm

For ψ ≠ 0, show that

N > 0.

Some entry is nonzero. Its square is positive, and the other squares are nonnegative.

```lean
/-- A nonzero amplitude has positive squared norm. -/
theorem weight_pos {n : ℕ} {ψ : Matrix (Fin n) (Fin n) ℝ} (hψ : ψ ≠ 0) : 0 < weight ψ := by
  have hex : ∃ i j, ψ i j ≠ 0 := by
    by_contra h
    apply hψ
    ext i j
    by_contra hij
    exact h ⟨i, j, hij⟩
  obtain ⟨i, j, hij⟩ := hex
  exact Finset.sum_pos' (fun _ _ => Finset.sum_nonneg fun _ _ => sq_nonneg _)
    ⟨i, Finset.mem_univ i, Finset.sum_pos' (fun _ _ => sq_nonneg _)
      ⟨j, Finset.mem_univ j, by positivity⟩⟩
```

## (d) The equation for k

For U ≥ 0, show that

k² + (1 + U)k = 2, with 0 < k ≤ 1.

By definition 2k + (1 + U) = √((1 + U)² + 8). Squaring gives the equation, and the root exceeds 1 + U, so k > 0. If k > 1, the left side would exceed 2.

```lean
/-- For `U ≥ 0` the number `k = mix U` is a positive root of `k² + (1 + U) k = 2` and is at
most one. -/
theorem mix_spec {U : ℝ} (hU : 0 ≤ U) :
    mix U ^ 2 + (1 + U) * mix U = 2 ∧ 0 < mix U ∧ mix U ≤ 1 := by
  have hs : Real.sqrt ((1 + U) ^ 2 + 8) ^ 2 = (1 + U) ^ 2 + 8 := Real.sq_sqrt (by positivity)
  have hlt : 1 + U < Real.sqrt ((1 + U) ^ 2 + 8) :=
    (Real.lt_sqrt (by linarith)).2 (by linarith)
  have hk : mix U ^ 2 + (1 + U) * mix U = 2 := by
    unfold mix
    linear_combination hs / 4
  have h0 : 0 < mix U := by
    unfold mix
    linarith
  refine ⟨hk, h0, ?_⟩
  by_contra h
  have h1 : 1 < mix U := lt_of_not_ge h
  nlinarith [mul_nonneg hU h0.le]
```

## (e) The lowest singlet

For U ≥ 0, show that symmetric ψ on the triangle obey

E ≥ −(1 + k)N,

with equality for the nonzero state `singletState (mix U)`.

Let a, b, c be the diagonal entries ψ_00, ψ_11, ψ_22, and let x = ψ_12, y = ψ_02, z = ψ_01. Set S = a + b + c, s = x + y + z, and p = a − kx, q = b − ky, r = c − kz. Expanding (a) and using (d) gives

k[E + (1 + k)N] = 2(p² + q² + r²) + 4ksS + 2ks².

Since p + q + r = S − ks and 3(p² + q² + r²) = (p − q)² + (p − r)² + (q − r)² + (p + q + r)², the right side equals

(2/3)[(p − q)² + (p − r)² + (q − r)² + (S + 2ks)² + 3k(1 − k)s²] ≥ 0.

Dividing by k > 0 proves the bound. The trial state has N = 2k² + 4 and row sums k − 1, 1 − k, 0, so

E + (1 + k)N = 2k[k² + (1 + U)k − 2] = 0.

In Lean, `hsos` is the sum of squares, and `linear_combination` inserts the equation for k.

```lean
/-- For `U ≥ 0` the lowest singlet energy on the triangle is exactly `-1 - mix U` per unit of
squared norm: it bounds all symmetric amplitudes from below, and `singletState` attains it. -/
theorem singlet_ground_energy {U : ℝ} (hU : 0 ≤ U) :
    (∀ ψ : Matrix (Fin 3) (Fin 3) ℝ, ψᵀ = ψ → (-1 - mix U) * weight ψ ≤ energy U ψ) ∧
    (singletState (mix U))ᵀ = singletState (mix U) ∧ singletState (mix U) ≠ 0 ∧
    energy U (singletState (mix U)) = (-1 - mix U) * weight (singletState (mix U)) := by
  obtain ⟨hk, h0, h1⟩ := mix_spec hU
  generalize mix U = k at hk h0 h1 ⊢
  refine ⟨?_, ?_, ?_, ?_⟩
  · intro ψ hψ
    -- `k` times the excess energy is a sum of squares
    have key : ∀ a b c x y z : ℝ,
        0 ≤ 2 * ((a + y + z) ^ 2 + (b + x + z) ^ 2 + (c + x + y) ^ 2)
          + U * (a ^ 2 + b ^ 2 + c ^ 2)
          - (1 - k) * (a ^ 2 + b ^ 2 + c ^ 2 + 2 * (x ^ 2 + y ^ 2 + z ^ 2)) := by
      intro a b c x y z
      refine le_of_mul_le_mul_left ?_ h0
      have h2 : 0 ≤ k * (1 - k) := mul_nonneg h0.le (sub_nonneg.2 h1)
      have hsos : 0 ≤ 2 / 3 * (((a - k * x) - (b - k * y)) ^ 2
          + ((a - k * x) - (c - k * z)) ^ 2 + ((b - k * y) - (c - k * z)) ^ 2
          + (a + b + c + 2 * k * (x + y + z)) ^ 2
          + 3 * (k * (1 - k)) * (x + y + z) ^ 2) := by
        have h3 := mul_nonneg h2 (sq_nonneg (x + y + z))
        have h4 : 0 ≤ 3 * (k * (1 - k)) * (x + y + z) ^ 2 := by linarith
        positivity
      rw [mul_zero]
      refine hsos.trans_eq ?_
      linear_combination (-(a ^ 2 + b ^ 2 + c ^ 2)) * hk
    have h10 : ψ 1 0 = ψ 0 1 := congrFun (congrFun hψ 0) 1
    have h20 : ψ 2 0 = ψ 0 2 := congrFun (congrFun hψ 0) 2
    have h21 : ψ 2 1 = ψ 1 2 := congrFun (congrFun hψ 1) 2
    rw [energy_eq]
    simp only [weight, Fin.sum_univ_three, h10, h20, h21]
    linarith [key (ψ 0 0) (ψ 1 1) (ψ 2 2) (ψ 1 2) (ψ 0 2) (ψ 0 1)]
  · ext i j
    fin_cases i <;> fin_cases j <;> simp [singletState]
  · intro h
    have h12 := congrFun (congrFun h 1) 2
    simp [singletState] at h12
  · rw [energy_eq]
    simp [weight, singletState, Fin.sum_univ_three]
    linear_combination 2 * k * hk
```

## (f) Triplet below singlet

For U > 0, show that every nonzero symmetric ψ on the triangle has

E > −2N,

while the nonzero antisymmetric `tripletState` has E = −2N.

If k ≥ 1, then k² + (1 + U)k ≥ 2 + U > 2, contradicting (d). Hence k < 1, and (e) with N > 0 gives the strict inequality. The triplet has zero diagonal, row sums and column sums, so (a) leaves only −2N. By (b), no amplitude lies lower.

```lean
/-- The triplet wins on the frustrated triangle: for `U > 0` every nonzero symmetric amplitude has
energy above `-2` per unit of squared norm, and the antisymmetric `tripletState` attains `-2`. -/
theorem triplet_wins {U : ℝ} (hU : 0 < U) :
    (∀ ψ : Matrix (Fin 3) (Fin 3) ℝ, ψᵀ = ψ → ψ ≠ 0 → -2 * weight ψ < energy U ψ) ∧
    tripletStateᵀ = -tripletState ∧ tripletState ≠ 0 ∧
    energy U tripletState = -2 * weight tripletState := by
  refine ⟨?_, ?_, ?_, ?_⟩
  · intro ψ hψ hne
    obtain ⟨hk, h0, _⟩ := mix_spec hU.le
    -- repulsion pushes the singlet strictly above `-2`
    have hlt : mix U < 1 := by
      by_contra h
      have h1 : 1 ≤ mix U := le_of_not_gt h
      nlinarith [mul_pos hU h0]
    have hb := (singlet_ground_energy hU.le).1 ψ hψ
    have hp := mul_pos (sub_pos.2 hlt) (weight_pos hne)
    linarith
  · ext i j
    fin_cases i <;> fin_cases j <;> simp [tripletState]
  · intro h
    have h01 := congrFun (congrFun h 0) 1
    simp [tripletState] at h01
  · rw [energy_eq]
    simp [tripletState, Fin.sum_univ_three]
```

## (g) Four sites

On the complete graph with four sites, find a nonzero symmetric ψ with

E = −2N for every U.

Take ψ_01 = ψ_23 = 1 and ψ_02 = ψ_13 = −1, their mirror entries equal, and all others zero. The diagonal and all row and column sums vanish, so (a) gives the result. For U > 0, (b) then shows that no triplet lies below this singlet, unlike on the triangle.

```lean
/-- On the complete graph with four sites a nonzero symmetric amplitude attains `-2` per unit of
squared norm at every `U`. -/
theorem four_site_singlet (U : ℝ) :
    ∃ ψ : Matrix (Fin 4) (Fin 4) ℝ, ψᵀ = ψ ∧ ψ ≠ 0 ∧ energy U ψ = -2 * weight ψ := by
  refine ⟨!![0, 1, -1, 0; 1, 0, 0, -1; -1, 0, 0, 1; 0, -1, 1, 0], ?_, ?_, ?_⟩
  · ext i j
    fin_cases i <;> fin_cases j <;> simp
  · intro h
    have h01 := congrFun (congrFun h 0) 1
    simp at h01
  · rw [energy_eq]
    simp [Fin.sum_univ_four]

end

end FrustratedTriplet
```

```lean
#print axioms FrustratedTriplet.energy_ge
#print axioms FrustratedTriplet.triplet_wins
#print axioms FrustratedTriplet.four_site_singlet
```

```
'FrustratedTriplet.energy_ge' depends on axioms: [propext, Classical.choice, Quot.sound]
'FrustratedTriplet.triplet_wins' depends on axioms: [propext, Classical.choice, Quot.sound]
'FrustratedTriplet.four_site_singlet' depends on axioms: [propext, Classical.choice, Quot.sound]
```
